# With a symmetric, nonnegative repulsion, emptying a frozen orbital raises no Hartree–Fock level

An unrestricted Hartree–Fock calculation on a cation can be started from the spin orbitals of an unrestricted Hartree–Fock calculation on the neutral molecule, with one of them emptied. If the geometry and the basis are unchanged, the levels of the first Fock matrix can then be checked against the neutral ones: counted from the bottom, none may lie higher. The inequality behind this check is derived here for Hartree–Fock theory with $N$ real basis functions on a finite grid `G`. With exact integrals in place of the grid sums, the algebra is the same.

The orbitals are frozen while the electron is removed. The further step to the relaxed cation, whose self-consistent density matrix is generally different, has no such guarantee here.

```lean
import Mathlib

open Matrix

namespace IonisationDeepensLevels

noncomputable section

variable {N : ℕ} {G : Type*} [Fintype G]
```

## The Fock matrix on a grid

A coefficient vector $c$ describes the orbital $\psi(x)=\sum_p c_p\chi_p(x)$. A grid point may carry a spin label, so that the $\chi_p$ are spin orbitals holding one electron each.

```lean
/-- The orbital with coefficients `c` in the basis `χ`, as a function on the grid. -/
def orbital (χ : Fin N → G → ℝ) (c : Fin N → ℝ) (x : G) : ℝ := ∑ p, c p * χ p x
```

The matrix $D$ gives the density matrix $\gamma(x,y)=\sum_{rs}D_{rs}\chi_r(x)\chi_s(y)$.

```lean
/-- The one-particle density matrix on the grid, from its matrix `D` in the basis. -/
def density (χ : Fin N → G → ℝ) (D : Matrix (Fin N) (Fin N) ℝ) (x y : G) : ℝ :=
  ∑ r, ∑ s, D r s * χ r x * χ s y
```

The kernel $v(x,y)$ is the electron repulsion, with any quadrature weights absorbed. The Coulomb matrix is $J_{pq}=\sum_{xy}\chi_p(x)\chi_q(x)\,v(x,y)\,\gamma(y,y)$.

```lean
/-- The Coulomb matrix: repulsion `v` from the charge density of `D`. -/
def coulomb (χ : Fin N → G → ℝ) (v : G → G → ℝ) (D : Matrix (Fin N) (Fin N) ℝ) :
    Matrix (Fin N) (Fin N) ℝ :=
  Matrix.of fun p q => ∑ x, ∑ y, χ p x * χ q x * v x y * density χ D y y
```

Exchange uses the nonlocal density matrix: $K_{pq}=\sum_{xy}\chi_p(x)\,\gamma(x,y)\,v(x,y)\,\chi_q(y)$.

```lean
/-- The exchange matrix, with the nonlocal density matrix of `D`. -/
def exchange (χ : Fin N → G → ℝ) (v : G → G → ℝ) (D : Matrix (Fin N) (Fin N) ℝ) :
    Matrix (Fin N) (Fin N) ℝ :=
  Matrix.of fun p q => ∑ x, ∑ y, χ p x * density χ D x y * v x y * χ q y
```

With $h$ for kinetic energy and nuclear attraction, $F(D)=h+J(D)-K(D)$.

```lean
/-- The Fock matrix `F(D) = h + J(D) - K(D)`. -/
def fock (χ : Fin N → G → ℝ) (v : G → G → ℝ) (h D : Matrix (Fin N) (Fin N) ℝ) :
    Matrix (Fin N) (Fin N) ℝ :=
  h + coulomb χ v D - exchange χ v D
```

The orbital energies $\varepsilon_i$ solve $FC=SC\varepsilon$ with $C^TSC=1$, where the columns of $C$ are the orbitals and $S$ is the overlap matrix. Lean lets $S$ be any matrix for which such a solution exists, without computing it from the $\chi_p$. Levels are numbered from $k=0$ to $N-1$, in increasing order.

```lean
/-- A full set of orbitals `C` with levels `ε` in increasing order that solves the Roothaan
equations `F C = S C ε` and is orthonormal in the overlap `S`. -/
structure OrbitalSolution (F S C : Matrix (Fin N) (Fin N) ℝ) (ε : Fin N → ℝ) : Prop where
  orthonormal : Cᵀ * S * C = 1
  roothaan : F * C = S * C * diagonal ε
  ordered : Monotone ε
```

For a symmetric matrix, `level` sorts the eigenvalues in the same way. In an orthonormal basis the eigenvalues of the Fock matrix are the orbital energies. In an overlapping basis they generally are not, and the Roothaan form is used instead.

```lean
/-- The eigenvalues of a symmetric matrix, listed in increasing order. -/
def level {A : Matrix (Fin N) (Fin N) ℝ} (hA : A.IsHermitian) (k : Fin N) : ℝ :=
  hA.eigenvalues (Tuple.sort hA.eigenvalues k)
```

## What one electron contributes

Removing an electron from $c$ replaces $D$ by $D-cc^T$, written `D - vecMulVec c c`. Expanding the sum gives

$$\gamma'(x,y)=\gamma(x,y)-\psi(x)\psi(y).$$

A normalised $c$ stands for one electron, but the algebra needs neither normalisation nor an occupied orbital.

```lean
omit [Fintype G] in
/-- Replacing `D` by `D - c cᵀ` subtracts from the density matrix at `x`, `y` the product of the
values at `x` and `y` of the orbital with coefficients `c`. -/
theorem density_remove (χ : Fin N → G → ℝ) (D : Matrix (Fin N) (Fin N) ℝ)
    (c : Fin N → ℝ) (x y : G) :
    density χ (D - vecMulVec c c) x y = density χ D x y - orbital χ c x * orbital χ c y := by
  simp only [density, orbital]
  rw [Finset.sum_mul_sum]
  simp only [← Finset.sum_sub_distrib]
  refine Finset.sum_congr rfl fun r _ => Finset.sum_congr rfl fun s _ => ?_
  rw [Matrix.sub_apply, vecMulVec_apply]
  ring
```

Take a trial orbital $\phi(x)=\sum_p z_p\chi_p(x)$. For a matrix $A_{pq}=\sum_{xy}w(x,y)\chi_p(x)\chi_q(s(x,y))$, reordering the finite sums gives

$$z^TAz=\sum_{xy}w(x,y)\,\phi(x)\,\phi(s(x,y)).$$

The choice $s(x,y)=x$ serves the Coulomb term and $s(x,y)=y$ the exchange term.

```lean
/-- The quadratic form of a two-point grid operator at `z`, written as a sum over the grid; the map
`s` selects the grid point at which the second basis function is taken. -/
theorem expectation_grid (χ : Fin N → G → ℝ) (z : Fin N → ℝ) (w : G → G → ℝ)
    (s : G → G → G) :
    z ⬝ᵥ (Matrix.of fun p q => ∑ x, ∑ y, w x y * (χ p x * χ q (s x y))) *ᵥ z
      = ∑ x, ∑ y, w x y * (orbital χ z x * orbital χ z (s x y)) := by
  have sw : ∀ f : Fin N → Fin N → G → ℝ,
      ∑ p, ∑ q, ∑ x, f p q x = ∑ x, ∑ p, ∑ q, f p q x := by
    intro f
    symm
    refine Finset.sum_comm.trans ?_
    exact Finset.sum_congr rfl fun p _ => Finset.sum_comm
  simp only [dotProduct, mulVec, Matrix.of_apply, Finset.mul_sum, Finset.sum_mul]
  refine (sw _).trans (Finset.sum_congr rfl fun x _ => ?_)
  refine (sw _).trans (Finset.sum_congr rfl fun y _ => ?_)
  simp only [orbital]
  rw [Finset.sum_mul_sum, Finset.mul_sum]
  refine Finset.sum_congr rfl fun p _ => ?_
  rw [Finset.mul_sum]
  exact Finset.sum_congr rfl fun q _ => by ring
```

Removing the electron therefore lowers the quadratic form by

$$z^TF(D)z-z^TF(D-cc^T)z=\sum_{xy}v(x,y)\left[\phi(x)^2\psi(y)^2-\phi(x)\psi(x)\phi(y)\psi(y)\right].$$

Since $v(x,y)=v(y,x)$, the first term may be averaged with its copy in which $x$ and $y$ are exchanged. This completes a square:

$$\frac12\sum_{xy}v(x,y)\left[\phi(x)\psi(y)-\psi(x)\phi(y)\right]^2.$$

For an unnormalised $z$, the drop in the expectation value is this quantity divided by $z^TSz$. In the proof, `hJ` and `hK` isolate the removed terms, `hs` exchanges the points and `he` expands the square.

With a single basis function, $\phi$ and $\psi$ are proportional and the square vanishes. The level stays where it was, because an electron does not repel itself.

```lean
/-- For a symmetric kernel, replacing `D` by `D - c cᵀ` lowers the quadratic form `zᵀ F(D) z` by
half the sum of `v x y` times the squared antisymmetrised product of the orbitals `z` and `c`. -/
theorem fock_drop (χ : Fin N → G → ℝ) (v : G → G → ℝ) (hv : ∀ x y, v x y = v y x)
    (h D : Matrix (Fin N) (Fin N) ℝ) (c z : Fin N → ℝ) :
    z ⬝ᵥ fock χ v h D *ᵥ z - z ⬝ᵥ fock χ v h (D - vecMulVec c c) *ᵥ z
      = 1 / 2 * ∑ x, ∑ y, v x y *
          (orbital χ z x * orbital χ c y - orbital χ c x * orbital χ z y) ^ 2 := by
  have hJ : coulomb χ v (D - vecMulVec c c) = coulomb χ v D - Matrix.of fun p q =>
      ∑ x, ∑ y, (v x y * (orbital χ c y * orbital χ c y)) * (χ p x * χ q x) := by
    ext p q
    simp only [coulomb, Matrix.of_apply, Matrix.sub_apply, density_remove,
      ← Finset.sum_sub_distrib]
    exact Finset.sum_congr rfl fun x _ => Finset.sum_congr rfl fun y _ => by ring
  have hK : exchange χ v (D - vecMulVec c c) = exchange χ v D - Matrix.of fun p q =>
      ∑ x, ∑ y, (v x y * (orbital χ c x * orbital χ c y)) * (χ p x * χ q y) := by
    ext p q
    simp only [exchange, Matrix.of_apply, Matrix.sub_apply, density_remove,
      ← Finset.sum_sub_distrib]
    exact Finset.sum_congr rfl fun x _ => Finset.sum_congr rfl fun y _ => by ring
  have hF : ∀ J K J₁ K₁ : Matrix (Fin N) (Fin N) ℝ,
      h + J - K - (h + (J - J₁) - (K - K₁)) = J₁ - K₁ := by
    intro J K J₁ K₁
    abel
  rw [← dotProduct_sub, ← Matrix.sub_mulVec, fock, fock, hJ, hK, hF, Matrix.sub_mulVec,
    dotProduct_sub, expectation_grid χ z _ (fun x _ => x),
    expectation_grid χ z _ (fun _ y => y)]
  -- exchange the two electrons in the direct term, then complete the square
  have hs : ∑ x, ∑ y, (v x y * (orbital χ c y * orbital χ c y)) *
        (orbital χ z x * orbital χ z x)
      = ∑ x, ∑ y, (v x y * (orbital χ c x * orbital χ c x)) *
        (orbital χ z y * orbital χ z y) := by
    refine Finset.sum_comm.trans ?_
    exact Finset.sum_congr rfl fun a _ => Finset.sum_congr rfl fun b _ => by rw [hv b a]
  have he : ∑ x, ∑ y, v x y *
        (orbital χ z x * orbital χ c y - orbital χ c x * orbital χ z y) ^ 2
      = ∑ x, ∑ y, (v x y * (orbital χ c y * orbital χ c y)) *
          (orbital χ z x * orbital χ z x)
        + ∑ x, ∑ y, (v x y * (orbital χ c x * orbital χ c x)) *
          (orbital χ z y * orbital χ z y)
        - 2 * ∑ x, ∑ y, (v x y * (orbital χ c x * orbital χ c y)) *
          (orbital χ z x * orbital χ z y) := by
    simp only [Finset.mul_sum, ← Finset.sum_add_distrib, ← Finset.sum_sub_distrib]
    exact Finset.sum_congr rfl fun x _ => Finset.sum_congr rfl fun y _ => by ring
  linear_combination (-1 / 2) * he + (1 / 2) * hs
```

## From expectation values to ordered levels

A lower expectation value in each old orbital does not by itself bound each new level, because the new orbitals may mix the old ones. The comparison needs a suitable common vector.

First, multiplying the Roothaan equations by $C^T$ gives $C^TFC=\varepsilon$. Hence a mixture $u=Cy$ satisfies

$$u^TFu=\sum_i\varepsilon_i y_i^2,\qquad u^TSu=\sum_i y_i^2.$$

```lean
/-- For a mixture `u = C y` of solved orbitals, `uᵀ F u` is the sum of the levels with weights
`y i ^ 2`, and `uᵀ S u` is the sum of these weights. -/
theorem expectation_levels {F S C : Matrix (Fin N) (Fin N) ℝ} {ε : Fin N → ℝ}
    (H : OrbitalSolution F S C ε) (y : Fin N → ℝ) :
    (C *ᵥ y) ⬝ᵥ F *ᵥ (C *ᵥ y) = ∑ i, ε i * y i ^ 2 ∧
      (C *ᵥ y) ⬝ᵥ S *ᵥ (C *ᵥ y) = ∑ i, y i ^ 2 := by
  have hM : ∀ M : Matrix (Fin N) (Fin N) ℝ,
      (C *ᵥ y) ⬝ᵥ M *ᵥ (C *ᵥ y) = y ⬝ᵥ (Cᵀ * M * C) *ᵥ y := by
    intro M
    rw [← Matrix.mulVec_mulVec, ← Matrix.mulVec_mulVec, Matrix.dotProduct_mulVec y Cᵀ,
      Matrix.vecMul_transpose]
  have hF : Cᵀ * F * C = diagonal ε := by
    rw [Matrix.mul_assoc, H.roothaan, ← Matrix.mul_assoc, ← Matrix.mul_assoc, H.orthonormal,
      Matrix.one_mul]
  constructor
  · rw [hM, hF]
    simp only [dotProduct, Matrix.mulVec_diagonal]
    exact Finset.sum_congr rfl fun i _ => by ring
  · rw [hM, H.orthonormal, Matrix.one_mulVec]
    exact Finset.sum_congr rfl fun i _ => by ring
```

Next, for any square matrix $B$ we want $z\neq0$ with $z_i=0$ for $i>k$ and $(Bz)_i=0$ for $i<k$. These are $N-1$ linear conditions on $N$ unknowns. Lean adds a zero row at position $k$, which makes the system square with determinant zero, so a nonzero solution exists.

```lean
/-- For any square matrix `B` and index `k` there is a nonzero vector `z` without components
above `k` whose image `B z` has no components below `k`. -/
theorem exists_common_vector (B : Matrix (Fin N) (Fin N) ℝ) (k : Fin N) :
    ∃ z : Fin N → ℝ, z ≠ 0 ∧ (∀ i, k < i → z i = 0) ∧ ∀ i, i < k → (B *ᵥ z) i = 0 := by
  -- all conditions together form a square system whose row `k` is empty
  let M : Matrix (Fin N) (Fin N) ℝ := Matrix.of fun i j =>
    if i < k then B i j else if i = k then 0 else if i = j then 1 else 0
  have hdet : M.det = 0 := Matrix.det_eq_zero_of_row_eq_zero k (fun j => by simp [M])
  obtain ⟨z, hz, hMz⟩ := Matrix.exists_mulVec_eq_zero_iff.mpr hdet
  refine ⟨z, hz, fun i hi => ?_, fun i hi => ?_⟩
  · have := congrFun hMz i
    simpa [M, mulVec, dotProduct, not_lt_of_ge hi.le, hi.ne'] using this
  · have := congrFun hMz i
    simpa [M, mulVec, dotProduct, hi] using this
```

Let primes mark the ionised system, and take $B=C'^TSC$, $u=Cz$ and $y=Bz$. Since $C'^TSC'=1$ implies $C'C'^TS=1$, we also have $u=C'y$. Thus $u$ contains only old orbitals up to $k$ and only new orbitals from $k$ upward, and

$$\varepsilon'_k\,u^TSu\le u^TF'u\le u^TFu\le\varepsilon_k\,u^TSu.$$

The outer bounds are `hdown` and `hup`; the middle one is the hypothesis `hle`. Division by $u^TSu=\sum_i z_i^2>0$ gives $\varepsilon'_k\le\varepsilon_k$.

```lean
/-- If no expectation value of `F'` exceeds that of `F`, then no level of `F'` lies above the
level of `F` with the same number, for the same overlap `S`. -/
theorem levels_mono {F F' S C C' : Matrix (Fin N) (Fin N) ℝ} {ε ε' : Fin N → ℝ}
    (H : OrbitalSolution F S C ε) (H' : OrbitalSolution F' S C' ε')
    (hle : ∀ z, z ⬝ᵥ F' *ᵥ z ≤ z ⬝ᵥ F *ᵥ z) (k : Fin N) : ε' k ≤ ε k := by
  obtain ⟨z, hz, hhigh, hlow⟩ := exists_common_vector (C'ᵀ * S * C) k
  obtain ⟨y, hy⟩ : ∃ y, y = (C'ᵀ * S * C) *ᵥ z := ⟨_, rfl⟩
  rw [← hy] at hlow
  -- the same orbital, expanded in the old and in the new solutions
  have hxy : C' *ᵥ y = C *ᵥ z := by
    have h1 : C' * (C'ᵀ * S) = 1 := mul_eq_one_comm.mp H'.orthonormal
    rw [hy, Matrix.mulVec_mulVec, ← Matrix.mul_assoc, h1, Matrix.one_mul]
  obtain ⟨e1, e2⟩ := expectation_levels H z
  obtain ⟨e1', e2'⟩ := expectation_levels H' y
  rw [hxy] at e1' e2'
  have hup : ∑ i, ε i * z i ^ 2 ≤ ε k * ∑ i, z i ^ 2 := by
    rw [Finset.mul_sum]
    refine Finset.sum_le_sum fun i _ => ?_
    rcases le_or_gt i k with hi | hi
    · exact mul_le_mul_of_nonneg_right (H.ordered hi) (sq_nonneg _)
    · simp [hhigh i hi]
  have hdown : ε' k * ∑ i, y i ^ 2 ≤ ∑ i, ε' i * y i ^ 2 := by
    rw [Finset.mul_sum]
    refine Finset.sum_le_sum fun i _ => ?_
    rcases le_or_gt k i with hi | hi
    · exact mul_le_mul_of_nonneg_right (H'.ordered hi) (sq_nonneg _)
    · simp [hlow i hi]
  have hpos : 0 < ∑ i, z i ^ 2 := by
    obtain ⟨i, hi⟩ := Function.ne_iff.mp hz
    exact Finset.sum_pos' (fun j _ => sq_nonneg _) ⟨i, Finset.mem_univ i, pow_pos_of_ne hi⟩
  have hx := hle (C *ᵥ z)
  rw [← e2', e2] at hdown
  exact le_of_mul_le_mul_right (by linarith) hpos
where
  pow_pos_of_ne {a : ℝ} (ha : a ≠ 0) : 0 < a ^ 2 := by positivity
```

## No level rises

The condition $v(x,y)\ge0$ says that the interaction energy of two electrons is negative at no pair of points, as for the Coulomb repulsion with nonnegative quadrature weights and a finite, nonnegative value wherever two positions coincide. It makes the sum of squares nonnegative, which supplies the middle inequality. So for every $k$, any ordered solutions before and after the removal satisfy $\varepsilon'_k\le\varepsilon_k$.

```lean
/-- For a symmetric kernel with nonnegative entries, removing an electron from any orbital `c`
raises no level of the Roothaan equations, in a basis with any overlap `S`. -/
theorem ionisation_deepens_levels (χ : Fin N → G → ℝ) (v : G → G → ℝ)
    (hv : ∀ x y, v x y = v y x) (hpos : ∀ x y, 0 ≤ v x y)
    {h D S C C' : Matrix (Fin N) (Fin N) ℝ} {ε ε' : Fin N → ℝ} (c : Fin N → ℝ)
    (H : OrbitalSolution (fock χ v h D) S C ε)
    (H' : OrbitalSolution (fock χ v h (D - vecMulVec c c)) S C' ε') (k : Fin N) :
    ε' k ≤ ε k := by
  refine levels_mono H H' (fun z => ?_) k
  have hd := fock_drop χ v hv h D c z
  have hn : 0 ≤ ∑ x, ∑ y, v x y *
      (orbital χ z x * orbital χ c y - orbital χ c x * orbital χ z y) ^ 2 :=
    Finset.sum_nonneg fun x _ => Finset.sum_nonneg fun y _ =>
      mul_nonneg (hpos x y) (sq_nonneg _)
  linarith
```

## The same result for eigenvalues

If $h$, $D$ and $v$ are symmetric, so is $F(D)$: exchanging $p$ and $q$ in $K$ amounts to exchanging the grid points, and $\gamma(x,y)=\gamma(y,x)$.

```lean
/-- The Fock matrix is symmetric when `h`, `D` and the kernel are. -/
theorem fock_isHermitian (χ : Fin N → G → ℝ) {v : G → G → ℝ} (hv : ∀ x y, v x y = v y x)
    {h D : Matrix (Fin N) (Fin N) ℝ} (hh : h.IsSymm) (hD : D.IsSymm) :
    (fock χ v h D).IsHermitian := by
  have hγ : ∀ x y, density χ D x y = density χ D y x := by
    intro x y
    simp only [density]
    refine Finset.sum_comm.trans ?_
    refine Finset.sum_congr rfl fun r _ => Finset.sum_congr rfl fun s _ => ?_
    rw [hD.apply r s]
    ring
  have hJ : ∀ p q, coulomb χ v D q p = coulomb χ v D p q := by
    intro p q
    simp only [coulomb, Matrix.of_apply]
    exact Finset.sum_congr rfl fun x _ => Finset.sum_congr rfl fun y _ => by ring
  have hK : ∀ p q, exchange χ v D q p = exchange χ v D p q := by
    intro p q
    simp only [exchange, Matrix.of_apply]
    refine Finset.sum_comm.trans ?_
    refine Finset.sum_congr rfl fun a _ => Finset.sum_congr rfl fun b _ => ?_
    rw [hγ b a, hv b a]
    ring
  rw [Matrix.IsHermitian, Matrix.conjTranspose_eq_transpose_of_trivial]
  ext p q
  simp only [fock, Matrix.transpose_apply, Matrix.add_apply, Matrix.sub_apply]
  rw [hh.apply p q, hJ p q, hK p q]
```

The sorted orthonormal eigenvectors of a symmetric matrix then solve the Roothaan equations with $S=1$, so the solutions assumed above exist in that case.

```lean
/-- The eigenvectors of a symmetric matrix, sorted by eigenvalue, solve the Roothaan equations
with unit overlap. -/
theorem orbitalSolution_witness {A : Matrix (Fin N) (Fin N) ℝ} (hA : A.IsHermitian) :
    OrbitalSolution A 1 ((hA.eigenvectorUnitary : Matrix (Fin N) (Fin N) ℝ).submatrix id
      (Tuple.sort hA.eigenvalues)) (level hA) := by
  refine ⟨?_, ?_, Tuple.monotone_sort hA.eigenvalues⟩
  · have hU := Matrix.mem_unitaryGroup_iff'.mp hA.eigenvectorUnitary.2
    rw [Matrix.star_eq_conjTranspose, Matrix.conjTranspose_eq_transpose_of_trivial] at hU
    rw [Matrix.mul_one]
    ext i j
    have hij := congrFun (congrFun hU (Tuple.sort hA.eigenvalues i))
      (Tuple.sort hA.eigenvalues j)
    exact hij.trans (by simp [Matrix.one_apply])
  · have hAU : ∀ i j, (A * (hA.eigenvectorUnitary : Matrix (Fin N) (Fin N) ℝ)) i j
        = (hA.eigenvectorUnitary : Matrix (Fin N) (Fin N) ℝ) i j * hA.eigenvalues j := by
      intro i j
      simp only [Matrix.mul_apply, Matrix.IsHermitian.eigenvectorUnitary_apply]
      rw [mul_comm]
      exact congrFun (hA.mulVec_eigenvectorBasis j) i
    ext i j
    rw [Matrix.one_mul, Matrix.mul_diagonal]
    exact hAU i (Tuple.sort hA.eigenvalues j)
```

Inserting them gives the eigenvalue inequality for every vector $c$ and every $k$. The statement begins with `∃ hD'` because `level` needs a symmetric matrix: it supplies the symmetry of $D-cc^T$ together with the inequality.

```lean
/-- For symmetric `h` and `D` and a symmetric kernel with nonnegative entries, the `k`-th smallest
eigenvalue of `F(D - c cᵀ)` is at most that of `F(D)`, for every `k` and every vector `c`. -/
theorem ionisation_deepens_eigenvalues (χ : Fin N → G → ℝ) {v : G → G → ℝ}
    (hv : ∀ x y, v x y = v y x) (hpos : ∀ x y, 0 ≤ v x y)
    {h D : Matrix (Fin N) (Fin N) ℝ} (hh : h.IsSymm) (hD : D.IsSymm) (c : Fin N → ℝ)
    (k : Fin N) :
    ∃ hD' : (D - vecMulVec c c).IsSymm,
      level (fock_isHermitian χ hv hh hD') k ≤ level (fock_isHermitian χ hv hh hD) k := by
  have hD' : (D - vecMulVec c c).IsSymm := by
    ext p q
    simp only [Matrix.transpose_apply, Matrix.sub_apply, vecMulVec_apply]
    rw [hD.apply p q]
    ring
  exact ⟨hD', ionisation_deepens_levels χ v hv hpos c
    (orbitalSolution_witness _) (orbitalSolution_witness _) k⟩

end

end IonisationDeepensLevels
```

```lean
#print axioms IonisationDeepensLevels.ionisation_deepens_levels
#print axioms IonisationDeepensLevels.ionisation_deepens_eigenvalues
```

```
'IonisationDeepensLevels.ionisation_deepens_levels' depends on axioms: [propext, Classical.choice, Quot.sound]
'IonisationDeepensLevels.ionisation_deepens_eigenvalues' depends on axioms: [propext, Classical.choice, Quot.sound]
```
